# For bounded Hamiltonian terms, the energy error of Trotter evolution has a bound independent of the number of steps

## Choosing the time step for a spin chain

Consider a Trotter simulation of a quantum quench in which the time step $t$ is chosen at the start and kept fixed for the whole run. If the energy is to stay within a tolerance $\varepsilon>0$ of its initial value, this choice can be made without knowing how long the run will be.

Take an open transverse-field Ising chain of $N$ spins with $H=A+B$, where
$$A=-J\sum_{j=1}^{N-1}Z_jZ_{j+1},\qquad B=-g\sum_{j=1}^{N}X_j ,$$
$Z_j$ and $X_j$ are Pauli matrices, and $J$ and $g$ are the coupling and the field. With $\hbar=1$, each pass of the time loop applies $e^{-itB}$ and then $e^{-itA}$ to the state, so one step is $U=e^{-itA}e^{-itB}$. After $k$ steps a normalised initial state $\psi_0$ has become $\psi_k=U^k\psi_0$, and
$$|\langle\psi_k|H|\psi_k\rangle-\langle\psi_0|H|\psi_0\rangle|\le\|U^{-k}HU^k-H\|\le|t|\,(\|A\|+\|B\|)^2 .$$

A step with $|t|\le\varepsilon/(\|A\|+\|B\|)^2$ therefore suffices for every $k$. For $N=10$ and $J=g=1$ the norms are 9 and 10, and $t=0.001$ keeps the energy within $0.361$ of its initial value.

The bound applies to real-time simulation, with a fixed time step, of finite spin systems with a time-independent Hamiltonian. It assumes that the exponentials are applied exactly: rounding, or the truncation of a tensor-network state, adds errors that it does not cover. It limits the energy error only, not the distance between the Trotter state and the exact state. Since the energy operator can never change by more than $2\|H\|$, the bound is informative only for $|t|(\|A\|+\|B\|)<2$.

## The theorem in words

`uniform_energy_error_matrix` states the second inequality above for Hermitian complex matrices $A$, $B$ of any finite size, every real $t$ and every natural number $k$. Here `t` is the length of one step, not the total time.

- `propagator A t` is $e^{-itA}$.
- `IsHermitian` is the physical condition that each term is an observable, which makes its propagator unitary.
- The norm is the operator norm belonging to the Euclidean vector norm, selected by `Matrix.Norms.L2Operator`. It is not the entrywise or Frobenius norm.
- `⁻¹` is the matrix inverse, here equal to the adjoint because the step is unitary.

`uniform_energy_error` is the general version. The terms form a list `Hs` of self-adjoint elements of a unital C*-algebra `𝒜`, for instance bounded operators on a Hilbert space. `trotterStep Hs t` multiplies their propagators in list order, `Hs.sum` is the Hamiltonian, and `(Hs.map norm).sum` replaces $\|A\|+\|B\|$. The inverse is written as `star`, the adjoint.

For a particle in continuous space the kinetic energy is unbounded. The theorem does not cover that operator. It does cover a Hamiltonian represented by Hermitian matrices on a finite grid or in a finite orthonormal basis, but the bound grows with the norms as the grid is refined.

## From one step to any number of steps

**One propagator.** Let $E(s)=e^{-isA}$. It is unitary and $E'(s)=E(s)(-iA)$, so $\|E'(s)\|=\|A\|$. Integrating from $0$ to $t$ gives
$$\|E(t)-1\|\le|t|\,\|A\| .$$
The remainder $E(s)-1+isA$ vanishes at $s=0$ and has derivative $(E(s)-1)(-iA)$, of norm at most $|s|\,\|A\|^2$. A second integration gives
$$\|E(t)-1+itA\|\le\tfrac12t^2\|A\|^2 .$$

**One Trotter step.** Write $E=e^{-itA}$ and $F=e^{-itB}$. Multiplying out confirms that
$$EF-1+it(A+B)=(E-1+itA)+(F-1+itB)+(E-1)(F-1).$$
The three terms on the right have norms at most $\tfrac12t^2\|A\|^2$, $\tfrac12t^2\|B\|^2$ and $t^2\|A\|\|B\|$. Hence $R=U-1+itH$ satisfies
$$\|R\|\le\tfrac12t^2(\|A\|+\|B\|)^2 .$$

**Many steps.** $U$ commutes with $U^k$, so $U^{-k}UU^k=U$. Conjugating $R$ by $U^k$ thus changes only its last term:
$$U^{-k}RU^k-R=it\,(U^{-k}HU^k-H).$$
Conjugation by a unitary preserves the norm, so
$$|t|\,\|U^{-k}HU^k-H\|\le2\|R\|\le t^2(\|A\|+\|B\|)^2 .$$
For $t\ne0$, divide by $|t|$. For $t=0$, $U=1$ and nothing changes.

In physical terms, the Trotter evolution conserves $U$ exactly, and $i(U-1)/t$ equals $H$ up to an error of order $t$. The energy stays close to a conserved quantity, so its error has no need to grow with $k$.

## The Lean file

```lean
import Mathlib

open Complex
open scoped Matrix.Norms.L2Operator

namespace TrotterEnergy

noncomputable section

variable {𝒜 : Type*} [NormedRing 𝒜] [NormedAlgebra ℂ 𝒜]

/-- The propagator `exp(-itA)` generated by `A` over the time `t`. -/
def propagator (A : 𝒜) (t : ℝ) : 𝒜 := NormedSpace.exp ((-(I * (t : ℂ))) • A)

/-- One Trotter step: the ordered product of the propagators of the terms of a Hamiltonian. -/
def trotterStep (Hs : List 𝒜) (t : ℝ) : 𝒜 := (Hs.map (fun H => propagator H t)).prod

/-- The propagator obeys the Schrödinger equation: its time derivative is `exp(-itA) (-iA)`. -/
theorem hasDerivAt_propagator [CompleteSpace 𝒜] (A : 𝒜) (t : ℝ) :
    HasDerivAt (propagator A) (propagator A t * ((-I) • A)) t := by
  have e : ∀ s : ℝ, propagator A s = NormedSpace.exp (s • ((-I) • A)) := by
    intro s
    unfold propagator
    rw [show -(I * (s : ℂ)) = (s : ℂ) * (-I) by ring, mul_smul]
    rfl
  have h : HasDerivAt (fun u : ℝ => NormedSpace.exp (u • ((-I) • A)))
      (NormedSpace.exp (t • ((-I) • A)) * ((-I) • A)) t :=
    hasDerivAt_exp_smul_const ((-I) • A) t
  rw [e t, show propagator A = fun u : ℝ => NormedSpace.exp (u • ((-I) • A)) from funext e]
  exact h

variable [StarRing 𝒜] [CStarRing 𝒜] [StarModule ℂ 𝒜] [CompleteSpace 𝒜]

/-- The propagator of a self-adjoint generator is unitary. -/
theorem propagator_mem_unitary {A : 𝒜} (hA : IsSelfAdjoint A) (t : ℝ) :
    propagator A t ∈ unitary 𝒜 := by
  have ha : IsSelfAdjoint ((-(t : ℂ)) • A) := by
    rw [IsSelfAdjoint, star_smul, hA.star_eq]
    simp
  have h : NormedSpace.exp (I • ((-(t : ℂ)) • A)) ∈ unitary 𝒜 :=
    (selfAdjoint.expUnitary ⟨_, ha⟩).2
  rw [smul_smul, mul_neg] at h
  exact h

/-- For self-adjoint `A`, the propagator differs from the identity by at most `|t| ‖A‖`. -/
theorem norm_propagator_sub_one_le {A : 𝒜} (hA : IsSelfAdjoint A) (t : ℝ) :
    ‖propagator A t - 1‖ ≤ |t| * ‖A‖ := by
  have h0 : propagator A 0 = 1 := by simp [propagator]
  have hb : ∀ s ∈ (Set.univ : Set ℝ), ‖propagator A s * ((-I) • A)‖ ≤ ‖A‖ := by
    intro s _
    rw [CStarRing.norm_mem_unitary_mul _ (propagator_mem_unitary hA s), norm_smul]
    simp
  have h := Convex.norm_image_sub_le_of_norm_hasDerivWithin_le
    (fun s _ => (hasDerivAt_propagator A s).hasDerivWithinAt) hb convex_univ
    (Set.mem_univ 0) (Set.mem_univ t)
  rw [h0, sub_zero, Real.norm_eq_abs] at h
  linarith [mul_comm ‖A‖ |t|]

/-- For self-adjoint `A`, the propagator differs from its first-order expansion `1 - itA`
by at most `t² ‖A‖² / 2`. -/
theorem norm_propagator_taylor_le {A : 𝒜} (hA : IsSelfAdjoint A) (t : ℝ) :
    ‖propagator A t - 1 + (I * (t : ℂ)) • A‖ ≤ t ^ 2 * ‖A‖ ^ 2 / 2 := by
  -- forward times: integrate the bound on the derivative of the remainder
  have aux : ∀ C : 𝒜, IsSelfAdjoint C → ∀ T : ℝ, 0 ≤ T →
      ‖propagator C T - 1 + (I * (T : ℂ)) • C‖ ≤ T ^ 2 * ‖C‖ ^ 2 / 2 := by
    intro C hC T hT
    have hf : ∀ s : ℝ, HasDerivAt (fun u : ℝ => propagator C u - 1 + u • (I • C))
        (propagator C s * ((-I) • C) + (1 : ℝ) • (I • C)) s := fun s =>
      ((hasDerivAt_propagator C s).sub_const 1).fun_add
        ((hasDerivAt_id s).smul_const (I • C))
    have hB : ∀ s : ℝ, HasDerivAt (fun u : ℝ => u ^ 2 * ‖C‖ ^ 2 / 2) (s * ‖C‖ ^ 2) s := by
      intro s
      refine ((((hasDerivAt_id' s).fun_pow 2).mul_const (‖C‖ ^ 2)).div_const 2).congr_deriv ?_
      norm_num
      ring
    have h := image_norm_le_of_norm_deriv_right_le_deriv_boundary (a := 0) (b := T)
      (fun s _ => (hf s).continuousAt.continuousWithinAt)
      (fun s _ => (hf s).hasDerivWithinAt) (by simp [propagator]) hB
      (by
        intro s hs
        have e : propagator C s * ((-I) • C) + (1 : ℝ) • (I • C)
            = (propagator C s - 1) * ((-I) • C) := by
          rw [one_smul, sub_mul, one_mul, neg_smul, sub_neg_eq_add]
        have h1 := norm_propagator_sub_one_le hC s
        rw [abs_of_nonneg hs.1] at h1
        have h2 : ‖(-I) • C‖ = ‖C‖ := by rw [norm_smul]; simp
        rw [e]
        calc _ ≤ ‖propagator C s - 1‖ * ‖(-I) • C‖ := norm_mul_le _ _
          _ ≤ (s * ‖C‖) * ‖C‖ := by rw [h2]; gcongr
          _ = s * ‖C‖ ^ 2 := by ring)
      (Set.right_mem_Icc.mpr hT)
    have e : (I * (T : ℂ)) • C = T • (I • C) := by
      rw [mul_comm, mul_smul]
      rfl
    rw [e]
    exact h
  rcases le_total 0 t with ht | ht
  · exact aux A hA t ht
  · -- backward times: reverse the sign of the generator
    have h := aux (-A) hA.neg (-t) (by linarith)
    have e1 : propagator (-A) (-t) = propagator A t := by simp [propagator]
    have e2 : (I * ((-t : ℝ) : ℂ)) • (-A) = (I * (t : ℂ)) • A := by simp
    rw [e1, e2, norm_neg, neg_sq] at h
    exact h

/-- A Trotter step built from self-adjoint terms is unitary. -/
theorem trotterStep_mem_unitary {Hs : List 𝒜} (hHs : ∀ H ∈ Hs, IsSelfAdjoint H) (t : ℝ) :
    trotterStep Hs t ∈ unitary 𝒜 := by
  refine Submonoid.list_prod_mem _ ?_
  intro x hx
  obtain ⟨H, hH, rfl⟩ := List.mem_map.mp hx
  exact propagator_mem_unitary (hHs H hH) t

/-- A Trotter step built from self-adjoint terms differs from the identity by at most `|t|`
times the sum of the norms of the terms. -/
theorem norm_trotterStep_sub_one_le {Hs : List 𝒜} (hHs : ∀ H ∈ Hs, IsSelfAdjoint H) (t : ℝ) :
    ‖trotterStep Hs t - 1‖ ≤ |t| * (Hs.map norm).sum := by
  induction Hs with
  | nil => simp [trotterStep]
  | cons h L ih =>
    have hh : IsSelfAdjoint h := hHs h (by simp)
    have h1 := ih (fun H hH => hHs H (List.mem_cons_of_mem _ hH))
    have h2 := norm_propagator_sub_one_le hh t
    have e : trotterStep (h :: L) t - 1
        = propagator h t * (trotterStep L t - 1) + (propagator h t - 1) := by
      simp [trotterStep, mul_sub]
    have h3 := norm_add_le (propagator h t * (trotterStep L t - 1)) (propagator h t - 1)
    rw [CStarRing.norm_mem_unitary_mul _ (propagator_mem_unitary hh t)] at h3
    rw [e, List.map_cons, List.sum_cons, mul_add]
    linarith

/-- For self-adjoint terms with sum `H`, a Trotter step differs from `1 - itH` by at most
`t²/2` times the square of the sum of the norms of the terms. -/
theorem norm_trotterStep_taylor_le {Hs : List 𝒜} (hHs : ∀ H ∈ Hs, IsSelfAdjoint H) (t : ℝ) :
    ‖trotterStep Hs t - 1 + (I * (t : ℂ)) • Hs.sum‖ ≤ t ^ 2 * (Hs.map norm).sum ^ 2 / 2 := by
  induction Hs with
  | nil => simp [trotterStep]
  | cons h L ih =>
    have hh : IsSelfAdjoint h := hHs h (by simp)
    have hL : ∀ H ∈ L, IsSelfAdjoint H := fun H hH => hHs H (List.mem_cons_of_mem _ hH)
    have hs : trotterStep (h :: L) t = propagator h t * trotterStep L t := by
      simp [trotterStep]
    -- the two separate remainders and one product of first-order terms
    have e : trotterStep (h :: L) t - 1 + (I * (t : ℂ)) • (h :: L).sum
        = (propagator h t - 1 + (I * (t : ℂ)) • h)
          + (trotterStep L t - 1 + (I * (t : ℂ)) • L.sum)
          + (propagator h t - 1) * (trotterStep L t - 1) := by
      rw [hs, List.sum_cons]
      simp only [smul_add, mul_sub, sub_mul, mul_one, one_mul]
      abel
    have h1 := norm_propagator_taylor_le hh t
    have h2 := ih hL
    have h3 : ‖(propagator h t - 1) * (trotterStep L t - 1)‖
        ≤ (|t| * ‖h‖) * (|t| * (L.map norm).sum) :=
      (norm_mul_le _ _).trans (mul_le_mul (norm_propagator_sub_one_le hh t)
        (norm_trotterStep_sub_one_le hL t) (norm_nonneg _) (by positivity))
    have h4 : (|t| * ‖h‖) * (|t| * (L.map norm).sum) = t ^ 2 * (‖h‖ * (L.map norm).sum) := by
      rw [← sq_abs t]
      ring
    rw [e, List.map_cons, List.sum_cons]
    refine (norm_add₃_le).trans ?_
    rw [h4] at h3
    linarith

omit [CompleteSpace 𝒜] [StarModule ℂ 𝒜] in
/-- For any unitary step `U`, the drift of `H` after `k` steps, multiplied by `|t|`, is at most
twice the distance of `U` from `1 - itH`. -/
theorem drift_le_of_unitary {U : 𝒜} (hU : U ∈ unitary 𝒜) (H : 𝒜) (t : ℝ) (k : ℕ) :
    |t| * ‖star (U ^ k) * H * U ^ k - H‖ ≤ 2 * ‖U - 1 + (I * (t : ℂ)) • H‖ := by
  have hV : U ^ k ∈ unitary 𝒜 := pow_mem hU k
  have hVV : star (U ^ k) * U ^ k = 1 := hV.1
  -- the step itself is conserved by its own evolution
  have hc : star (U ^ k) * U * U ^ k = U := by
    rw [mul_assoc, ((Commute.refl U).pow_right k).eq, ← mul_assoc, hVV, one_mul]
  have key : (I * (t : ℂ)) • (star (U ^ k) * H * U ^ k - H)
      = star (U ^ k) * (U - 1 + (I * (t : ℂ)) • H) * U ^ k
        - (U - 1 + (I * (t : ℂ)) • H) := by
    simp only [mul_add, mul_sub, add_mul, sub_mul, mul_one, mul_smul_comm, smul_mul_assoc,
      hc, hVV, smul_sub]
    abel
  have hn : ‖I * (t : ℂ)‖ = |t| := by simp
  rw [← hn, ← norm_smul, key]
  refine (norm_sub_le _ _).trans (le_of_eq ?_)
  rw [CStarRing.norm_mul_mem_unitary _ hV,
    CStarRing.norm_mem_unitary_mul _ (Unitary.star_mem hV)]
  ring

/-- Uniform energy error: for a Hamiltonian that is a sum of self-adjoint terms, the energy
operator after any number `k` of Trotter steps of length `t` differs from the initial one by at
most `|t|` times the square of the sum of the norms of the terms. -/
theorem uniform_energy_error {Hs : List 𝒜} (hHs : ∀ H ∈ Hs, IsSelfAdjoint H)
    (t : ℝ) (k : ℕ) :
    ‖star (trotterStep Hs t ^ k) * Hs.sum * trotterStep Hs t ^ k - Hs.sum‖
      ≤ |t| * (Hs.map norm).sum ^ 2 := by
  rcases eq_or_ne t 0 with rfl | ht
  · have h := norm_trotterStep_sub_one_le hHs 0
    rw [abs_zero, zero_mul] at h
    have h1 : trotterStep Hs 0 = 1 := sub_eq_zero.mp (norm_le_zero_iff.mp h)
    simp [h1]
  · have h1 := drift_le_of_unitary (trotterStep_mem_unitary hHs t) Hs.sum t k
    have h2 := norm_trotterStep_taylor_le hHs t
    refine le_of_mul_le_mul_left ?_ (abs_pos.mpr ht)
    have h3 : |t| * (|t| * (Hs.map norm).sum ^ 2) = t ^ 2 * (Hs.map norm).sum ^ 2 := by
      rw [← sq_abs t]
      ring
    rw [h3]
    linarith

/-- For Hermitian matrices `A`, `B` and the step `U = exp(-itA) exp(-itB)`, the operator norm of
`U⁻ᵏ (A + B) Uᵏ - (A + B)` is at most `|t| (‖A‖ + ‖B‖)²` for every `k`. -/
theorem uniform_energy_error_matrix {n : Type*} [Fintype n] [DecidableEq n]
    {A B : Matrix n n ℂ} (hA : A.IsHermitian) (hB : B.IsHermitian) (t : ℝ) (k : ℕ) :
    ‖((propagator A t * propagator B t) ^ k)⁻¹ * (A + B) * (propagator A t * propagator B t) ^ k
      - (A + B)‖ ≤ |t| * (‖A‖ + ‖B‖) ^ 2 := by
  have hs : ∀ H ∈ [A, B], IsSelfAdjoint H := by
    intro H hH
    simp only [List.mem_cons, List.not_mem_nil, or_false] at hH
    rcases hH with h | h
    · rw [h]; exact hA
    · rw [h]; exact hB
  have hU : trotterStep [A, B] t = propagator A t * propagator B t := by simp [trotterStep]
  have hS : [A, B].sum = A + B := by simp
  have hN : ([A, B].map norm).sum = ‖A‖ + ‖B‖ := by simp
  have hm := pow_mem (trotterStep_mem_unitary hs t) k
  have h := uniform_energy_error hs t k
  rw [hU] at hm
  rw [hU, hS, hN] at h
  -- for a unitary matrix the inverse is the adjoint
  rw [Matrix.inv_eq_left_inv hm.1]
  exact h

end

end TrotterEnergy
```

```lean
#print axioms TrotterEnergy.uniform_energy_error
#print axioms TrotterEnergy.uniform_energy_error_matrix
```

```
'TrotterEnergy.uniform_energy_error' depends on axioms: [propext, Classical.choice, Quot.sound]
'TrotterEnergy.uniform_energy_error_matrix' depends on axioms: [propext, Classical.choice, Quot.sound]
```

## How the lemmas carry the estimate

`hasDerivAt_propagator` supplies the derivative of $E$, and `propagator_mem_unitary` its unitarity. `norm_propagator_sub_one_le` combines them through the mean value inequality.

`norm_propagator_taylor_le` performs the second integration. For $t\ge0$ and any self-adjoint generator $C$ it compares the norm of the remainder with the function $s^2\|C\|^2/2$, whose derivative bounds that of the remainder. For $t\le0$ it applies the same result to $-A$ and $-t$, which give the same propagator.

The next three lemmas treat a list of terms. `trotterStep_mem_unitary` holds because a product of unitaries is unitary. The other two use induction: the first term `h` has propagator $E$, and the remaining list `L` has Trotter step $V$. `norm_trotterStep_sub_one_le` uses $EV-1=E(V-1)+(E-1)$. `norm_trotterStep_taylor_le` uses the three-term identity above with $V$ in place of $F$, and `abel` verifies it after the products are expanded.

`drift_le_of_unitary` contains the argument for many steps. Its fact `hc` is the conservation of $U$, and `key` is the identity for the conjugated remainder. The lemma holds for any unitary $U$ and any element $H$; the Trotter form enters only through the size of $R$.

`uniform_energy_error` treats $t=0$ separately and otherwise cancels $|t|$ with `le_of_mul_le_mul_left`. `uniform_energy_error_matrix` applies it to the list `[A, B]` and replaces the adjoint by the inverse.
